# Z = 1/2 as the threshold for local convergence of the quasiparticle iteration with positive pole strengths

An electron added to a molecule polarises the other electrons, so its energy w contains a self-energy S(w) that depends on w itself. One guesses w, evaluates e + S(w), where e is the energy without S, and repeats. Does this settle on a given solution?

The model is one diagonal self-energy element with finitely many real poles and no broadening. The poles d_k and their strengths a_k stay fixed during the iteration. The strengths stand for squared magnitudes of nonzero couplings and are therefore positive. In Lean, `ι` is the finite set of pole labels.

```lean
import Mathlib

open Filter Topology

namespace QuasiparticleIteration

noncomputable section

variable {ι : Type*} [Fintype ι]

/-- The self-energy `S(w) = ∑ a_k / (w - d_k)` with pole strengths `a_k` and pole positions
`d_k`, for `w` away from the poles. -/
def selfEnergy (a d : ι → ℝ) (w : ℝ) : ℝ := ∑ k, a k / (w - d k)
```

Throughout, v is a solution, v = e + S(v), and not a pole. Its quasiparticle weight Z uses the actual derivative of S.

```lean
/-- The quasiparticle weight `Z = 1 / (1 - S'(w))`, for `w` away from the poles and
`S'(w) ≠ 1`. -/
def qpWeight (a d : ι → ℝ) (w : ℝ) : ℝ := 1 / (1 - deriv (selfEnergy a d) w)
```

The plain step, and a step damped by a mixing parameter α, are:

```lean
/-- One step of the quasiparticle iteration, `w ↦ e + S(w)`, for `w` away from the poles. -/
def qpStep (a d : ι → ℝ) (e w : ℝ) : ℝ := e + selfEnergy a d w

/-- One step with linear mixing: a fraction `α` of the new energy `e + S(w)` is mixed with
`1 - α` of the old energy `w`, for `w` away from the poles. -/
def mixedStep (a d : ι → ℝ) (e α w : ℝ) : ℝ := (1 - α) * w + α * qpStep a d e w
```

The last definition is a sum P(w), with v held fixed:

```lean
/-- The sum `∑ a_k / ((w - d_k)(v - d_k))`, for `v` and `w` away from the poles. -/
def secantSlope (a d : ι → ℝ) (v w : ℝ) : ℝ := ∑ k, a k / ((w - d k) * (v - d k))
```

## (a) Slope of the self-energy

Show that, away from the poles,

S′(w) = −Σ a_k/(w−d_k)².

**Solution.** Each term a_k/(w−d_k) has derivative −a_k/(w−d_k)². Add the terms, as `HasDerivAt.fun_sum` does.

```lean
/-- Away from the poles the self-energy has the derivative `-∑ a_k / (w - d_k)²`. -/
theorem hasDerivAt_selfEnergy (a d : ι → ℝ) {w : ℝ} (hw : ∀ k, w ≠ d k) :
    HasDerivAt (selfEnergy a d) (-∑ k, a k / (w - d k) ^ 2) w := by
  have h : ∀ k ∈ Finset.univ,
      HasDerivAt (fun x => a k / (x - d k)) (-(a k / (w - d k) ^ 2)) w := by
    intro k _
    have h1 := (hasDerivAt_const w (a k)).fun_div
      ((hasDerivAt_id' w).sub_const (d k)) (sub_ne_zero.mpr (hw k))
    exact h1.congr_deriv (by ring)
  have h2 := HasDerivAt.fun_sum h
  rw [Finset.sum_neg_distrib] at h2
  exact h2
```

## (b) Explicit weight

Show that, with q = Σ a_k/(v−d_k)²,

Z = 1/(1+q).

**Solution.** Insert S′(v) = −q into Z = 1/(1−S′(v)).

```lean
/-- Away from the poles the quasiparticle weight is `Z = 1 / (1 + ∑ a_k / (w - d_k)²)`. -/
theorem qpWeight_eq (a d : ι → ℝ) {w : ℝ} (hw : ∀ k, w ≠ d k) :
    qpWeight a d w = 1 / (1 + ∑ k, a k / (w - d k) ^ 2) := by
  rw [qpWeight, (hasDerivAt_selfEnergy a d hw).deriv, sub_neg_eq_add]
```

## (c) Attracting fixed points

Let f(x) = x and f′(x) = c with |c| < 1. Show that, for all y close enough to x,

fⁿ(y) → x,

and that the iterates keep any property `p` that holds near x.

**Solution.** Choose r with |c| < r < 1. By differentiability, close to x,

|f(y) − x − c(y−x)| ≤ (r−|c|)|y−x|,

so |f(y)−x| ≤ r|y−x|. The iterates stay close, and by induction (`bound`) the error after n steps is at most rⁿ|y−x|, which tends to 0.

```lean
/-- A fixed point `x` of `f` with `|f'(x)| < 1` attracts all sufficiently close starts, and
their iterates keep any property `p` that holds throughout a neighbourhood of `x`. -/
theorem attracting_fixedPoint {f : ℝ → ℝ} {c x : ℝ} (hf : HasDerivAt f c x) (hx : f x = x)
    (hc : |c| < 1) {p : ℝ → Prop} (hp : ∀ᶠ y in 𝓝 x, p y) :
    ∃ δ > 0, ∀ y, |y - x| < δ →
      (∀ n : ℕ, p (f^[n] y)) ∧ Tendsto (fun n : ℕ => f^[n] y) atTop (𝓝 x) := by
  obtain ⟨r, hcr, hr1⟩ := exists_between hc
  have hr0 : 0 ≤ r := (abs_nonneg c).trans hcr.le
  have hlin := (hasDerivAt_iff_isLittleO.mp hf).def (sub_pos.mpr hcr)
  obtain ⟨δ, hδ, hball⟩ := Metric.eventually_nhds_iff.mp (hlin.and hp)
  -- each step contracts the error by the factor `r`
  have step : ∀ y, |y - x| < δ → |f y - x| ≤ r * |y - x| := by
    intro y hy
    have h1 := (hball (show dist y x < δ by rwa [Real.dist_eq])).1
    rw [hx, smul_eq_mul, Real.norm_eq_abs, Real.norm_eq_abs] at h1
    have h2 := abs_add_le (f y - x - (y - x) * c) ((y - x) * c)
    rw [sub_add_cancel, abs_mul] at h2
    linarith
  refine ⟨δ, hδ, fun y hy => ?_⟩
  have small : ∀ n : ℕ, r ^ n * |y - x| ≤ |y - x| := fun n =>
    mul_le_of_le_one_left (abs_nonneg _) (pow_le_one₀ hr0 hr1.le)
  have bound : ∀ n : ℕ, |f^[n] y - x| ≤ r ^ n * |y - x| := by
    intro n
    induction n with
    | zero => simp
    | succ n ih =>
      rw [Function.iterate_succ_apply']
      calc |f (f^[n] y) - x| ≤ r * |f^[n] y - x| :=
            step _ ((ih.trans (small n)).trans_lt hy)
        _ ≤ r * (r ^ n * |y - x|) := mul_le_mul_of_nonneg_left ih hr0
        _ = r ^ (n + 1) * |y - x| := by ring
  refine ⟨fun n => (hball ?_).2, ?_⟩
  · rw [Real.dist_eq]
    exact ((bound n).trans (small n)).trans_lt hy
  · have hlim := (tendsto_pow_atTop_nhds_zero_of_lt_one hr0 hr1).mul_const |y - x|
    rw [zero_mul] at hlim
    exact tendsto_iff_dist_tendsto_zero.mpr (squeeze_zero (fun _ => dist_nonneg)
      (fun n => (Real.dist_eq _ _).trans_le (bound n)) hlim)
```

## (d) Convergence with mixing

Show that the mixed iteration converges to v from all close starts, without meeting a pole, if

0 < α < 2Z.

**Solution.** The mixed step has derivative at v

(1−α) − αq = 1 − α(1+q) = 1 − α/Z,

which lies strictly between −1 and 1. Apply (c), taking "is not a pole" as `p`. The signs of the a_k are not used.

```lean
/-- With mixing `0 < α < 2Z`, the iteration converges to the quasiparticle energy `v` from all
sufficiently close starts, without meeting a pole. Here `v = e + S(v)` is not a pole. -/
theorem mixed_iteration_converges (a d : ι → ℝ) {e v α : ℝ} (hv : ∀ k, v ≠ d k)
    (hfix : qpStep a d e v = v) (hα : 0 < α) (hαZ : α < 2 * qpWeight a d v) :
    ∃ δ > 0, ∀ w, |w - v| < δ → (∀ (n : ℕ) (k : ι), (mixedStep a d e α)^[n] w ≠ d k) ∧
      Tendsto (fun n : ℕ => (mixedStep a d e α)^[n] w) atTop (𝓝 v) := by
  rw [qpWeight_eq a d hv] at hαZ
  have hder : HasDerivAt (mixedStep a d e α)
      ((1 - α) * 1 + α * (-∑ k, a k / (v - d k) ^ 2)) v :=
    ((hasDerivAt_id' v).const_mul (1 - α)).fun_add
      (((hasDerivAt_selfEnergy a d hv).const_add e).const_mul α)
  have hpos : 0 < 1 + ∑ k, a k / (v - d k) ^ 2 := one_div_pos.mp (by linarith)
  rw [mul_one_div, lt_div_iff₀ hpos] at hαZ
  have hprod := mul_pos hα hpos
  -- the multiplier is `1 - α / Z`
  refine attracting_fixedPoint hder ?_ (abs_lt.mpr ⟨by linarith, by linarith⟩)
    (p := fun y => ∀ k, y ≠ d k) (eventually_all.mpr fun k => isOpen_ne.mem_nhds (hv k))
  rw [mixedStep, hfix]
  ring
```

## (e) Exact error after one step

Let w and v lie on the same side of every pole, and let x = w − v. Show that the new error is

x′ = −x P(w).

**Solution.** Subtract term by term:

a_k/(w−d_k) − a_k/(v−d_k) = −(w−v) a_k/((w−d_k)(v−d_k)).

```lean
/-- If `v` and `w` lie on the same side of every pole, one step maps their difference `w - v`
to `-(w - v)` times the sum `∑ a_k / ((w - d_k)(v - d_k))`. -/
theorem qpStep_sub (a d : ι → ℝ) (e : ℝ) {v w : ℝ} (h : ∀ k, 0 < (w - d k) * (v - d k)) :
    qpStep a d e w - qpStep a d e v = -(w - v) * secantSlope a d v w := by
  rw [qpStep, qpStep, add_sub_add_left_eq_sub, selfEnergy, selfEnergy, secantSlope,
    ← Finset.sum_sub_distrib, Finset.mul_sum]
  refine Finset.sum_congr rfl fun k _ => ?_
  have hw : w - d k ≠ 0 := left_ne_zero_of_mul (h k).ne'
  have hv : v - d k ≠ 0 := right_ne_zero_of_mul (h k).ne'
  field_simp
  ring
```

## (f) A Cauchy–Schwarz bound

With m = Σ a_k/(v−d_k)³ and w as in (e), show that P(w) ≥ 0, q + xm ≥ 0 and

q² ≤ P(w)(q + xm).

**Solution.** Combining fractions (`hM`) gives

q + xm = Σ a_k(w−d_k)(v−d_k)/(v−d_k)⁴.

Its terms and those of P(w) are positive, and the product of the two k-th terms is (a_k/(v−d_k)²)². Cauchy–Schwarz gives the bound.

```lean
/-- Cauchy-Schwarz bound for positive pole strengths and `v`, `w` on the same side of every
pole: `q² ≤ P (q + (w - v) m)`, with `P = ∑ a_k / ((w - d_k)(v - d_k)) ≥ 0`,
`q = ∑ a_k / (v - d_k)²`, `m = ∑ a_k / (v - d_k)³` and `q + (w - v) m ≥ 0`. -/
theorem secantSlope_bound {a d : ι → ℝ} (ha : ∀ k, 0 < a k) {v w : ℝ}
    (h : ∀ k, 0 < (w - d k) * (v - d k)) :
    0 ≤ secantSlope a d v w ∧
    0 ≤ ∑ k, a k / (v - d k) ^ 2 + (w - v) * ∑ k, a k / (v - d k) ^ 3 ∧
    (∑ k, a k / (v - d k) ^ 2) ^ 2 ≤ secantSlope a d v w *
      (∑ k, a k / (v - d k) ^ 2 + (w - v) * ∑ k, a k / (v - d k) ^ 3) := by
  have hM : ∑ k, a k / (v - d k) ^ 2 + (w - v) * ∑ k, a k / (v - d k) ^ 3
      = ∑ k, a k * ((w - d k) * (v - d k)) / (v - d k) ^ 4 := by
    rw [Finset.mul_sum, ← Finset.sum_add_distrib]
    refine Finset.sum_congr rfl fun k _ => ?_
    have hv : v - d k ≠ 0 := right_ne_zero_of_mul (h k).ne'
    field_simp
    ring
  have hf : ∀ k ∈ Finset.univ, 0 ≤ a k / ((w - d k) * (v - d k)) :=
    fun k _ => div_nonneg (ha k).le (h k).le
  have hg : ∀ k ∈ Finset.univ, 0 ≤ a k * ((w - d k) * (v - d k)) / (v - d k) ^ 4 :=
    fun k _ => div_nonneg (mul_nonneg (ha k).le (h k).le) (by positivity)
  rw [hM]
  refine ⟨Finset.sum_nonneg hf, Finset.sum_nonneg hg,
    Finset.sum_sq_le_sum_mul_sum_of_sq_le_mul _ hf hg fun k _ => le_of_eq ?_⟩
  have hw : w - d k ≠ 0 := left_ne_zero_of_mul (h k).ne'
  have hv : v - d k ≠ 0 := right_ne_zero_of_mul (h k).ne'
  field_simp
```

## (g) Two steps never help

Let Z ≤ 1/2. Show that, for w close to v, the error x″ after two steps satisfies

|x″| ≥ |x|.

**Solution.** By (b), q ≥ 1. Write P and P′ for the sums at w and at the next iterate, which is also close to v by continuity. By (e), x″ = xPP′, so PP′ ≥ 1 suffices; this is `key`. Let M′ = q − xPm. By (f) at the two points,

q² ≤ P(q + xm) and q² ≤ P′M′.

The second excludes M′ = 0, so M′ > 0. The first gives

M′ ≤ q + Pq − q² ≤ Pq² ≤ PP′M′,

using q ≥ 1 and then the second bound. Divide by M′.

```lean
/-- For positive pole strengths and `Z ≤ 1/2` at a solution `v = e + S(v)` away from the poles,
two successive steps from any point close to `v` never reduce the distance to `v`. -/
theorem two_step_repulsion {a d : ι → ℝ} (ha : ∀ k, 0 < a k) {e v : ℝ} (hv : ∀ k, v ≠ d k)
    (hfix : qpStep a d e v = v) (hZ : qpWeight a d v ≤ 1 / 2) :
    ∀ᶠ w in 𝓝 v, |w - v| ≤ |qpStep a d e (qpStep a d e w) - v| := by
  have hq : 1 ≤ ∑ k, a k / (v - d k) ^ 2 := by
    have h0 : 0 ≤ ∑ k, a k / (v - d k) ^ 2 :=
      Finset.sum_nonneg fun k _ => div_nonneg (ha k).le (sq_nonneg _)
    have h1 : 0 < 1 + ∑ k, a k / (v - d k) ^ 2 := by linarith
    rw [qpWeight_eq a d hv, div_le_div_iff₀ h1 two_pos] at hZ
    linarith
  have hnear : ∀ᶠ w in 𝓝 v, ∀ k, 0 < (w - d k) * (v - d k) := by
    refine eventually_all.mpr fun k => ?_
    have hc : ContinuousAt (fun w => (w - d k) * (v - d k)) v := by fun_prop
    exact hc.eventually (lt_mem_nhds (mul_self_pos.mpr (sub_ne_zero.mpr (hv k))))
  have hcont : Tendsto (qpStep a d e) (𝓝 v) (𝓝 v) := by
    have h : Tendsto (qpStep a d e) (𝓝 v) (𝓝 (qpStep a d e v)) :=
      ((hasDerivAt_selfEnergy a d hv).const_add e).continuousAt.tendsto
    rwa [hfix] at h
  -- the Cauchy-Schwarz bounds of two successive steps combine to a factor of at least one
  have key : ∀ P P' q m x : ℝ, 1 ≤ q → 0 ≤ P → 0 ≤ q + -x * P * m →
      q ^ 2 ≤ P * (q + x * m) → q ^ 2 ≤ P' * (q + -x * P * m) → 1 ≤ P * P' := by
    intro P P' q m x hq hP hM C C'
    have hqq : 0 ≤ q ^ 2 - q := by nlinarith
    have hM' : 0 < q + -x * P * m := by
      refine lt_of_le_of_ne hM fun h0 => ?_
      rw [← h0, mul_zero] at C'
      nlinarith
    have h3 : q + -x * P * m ≤ P * q ^ 2 := by nlinarith [mul_nonneg hP hqq]
    have h4 := mul_le_mul_of_nonneg_left C' hP
    refine le_of_mul_le_mul_right ?_ hM'
    rw [one_mul, mul_assoc P P']
    exact h3.trans h4
  filter_upwards [hnear, hcont.eventually hnear] with w h1 h2
  have s1 := qpStep_sub a d e h1
  have s2 := qpStep_sub a d e h2
  obtain ⟨hP, -, C⟩ := secantSlope_bound ha h1
  obtain ⟨-, hM, C'⟩ := secantSlope_bound ha h2
  rw [hfix] at s1 s2
  rw [s1] at s2 hM C'
  have hk := key _ _ _ _ _ hq hP hM C C'
  have s3 : qpStep a d e (qpStep a d e w) - v
      = (w - v) * (secantSlope a d v w * secantSlope a d v (qpStep a d e w)) := by
    rw [s2]
    ring
  rw [s3, abs_mul]
  exact le_mul_of_one_le_right (abs_nonneg _) (hk.trans (le_abs_self _))
```

## (h) Both sides of the threshold

Show that plain iteration converges to v from all close starts, avoiding the poles, if

Z > 1/2,

and that for Z ≤ 1/2 no iteration sequence `u` with `u n ≠ v` for all n converges to v.

**Solution.** The first half is (d) with α = 1. For the second, suppose `u` converges to v. From some step N on, (g) applies, so the errors at N, N+2, N+4, … never fall below |u_N − v| > 0 (`grow`), a contradiction. The constant sequence v shows that some condition of this kind is needed.

```lean
/-- Let `v = e + S(v)` lie away from the poles, with positive pole strengths. If `Z > 1/2`, the
iteration `w ↦ e + S(w)` converges to `v` from all sufficiently close starts, without meeting a
pole; if `Z ≤ 1/2`, no iteration sequence that always differs from `v` converges to `v`. -/
theorem quasiparticle_iteration {a d : ι → ℝ} (ha : ∀ k, 0 < a k) {e v : ℝ}
    (hv : ∀ k, v ≠ d k) (hfix : v = e + selfEnergy a d v) :
    (1 / 2 < qpWeight a d v → ∃ δ > 0, ∀ w, |w - v| < δ →
      (∀ (n : ℕ) (k : ι), (qpStep a d e)^[n] w ≠ d k) ∧
      Tendsto (fun n : ℕ => (qpStep a d e)^[n] w) atTop (𝓝 v)) ∧
    (qpWeight a d v ≤ 1 / 2 → ∀ u : ℕ → ℝ, (∀ n, u (n + 1) = qpStep a d e (u n)) →
      (∀ n, u n ≠ v) → ¬ Tendsto u atTop (𝓝 v)) := by
  have hfix' : qpStep a d e v = v := hfix.symm
  constructor
  · intro hZ
    -- the plain iteration is the mixed one with `α = 1`
    have h1 : mixedStep a d e 1 = qpStep a d e := by
      funext w
      rw [mixedStep]
      ring
    have h := mixed_iteration_converges a d hv hfix' one_pos (by linarith)
    rwa [h1] at h
  · intro hZ u hu hne ht
    have hev : ∀ᶠ n in atTop, |u n - v| ≤ |qpStep a d e (qpStep a d e (u n)) - v| :=
      ht.eventually (two_step_repulsion ha hv hfix' hZ)
    obtain ⟨N, hN⟩ := eventually_atTop.mp hev
    -- along every second iterate the error never falls below its value at step `N`
    have grow : ∀ j : ℕ, |u N - v| ≤ |u (N + 2 * j) - v| := by
      intro j
      induction j with
      | zero => simp
      | succ j ih =>
        have h := hN (N + 2 * j) (by omega)
        rw [← hu, ← hu] at h
        rw [show N + 2 * (j + 1) = N + 2 * j + 1 + 1 by ring]
        exact ih.trans h
    obtain ⟨K, hK⟩ := Metric.tendsto_atTop.mp ht |u N - v|
      (abs_pos.mpr (sub_ne_zero.mpr (hne N)))
    have h := hK (N + 2 * K) (by omega)
    rw [Real.dist_eq] at h
    exact absurd (grow K) (not_le_of_gt h)

end

end QuasiparticleIteration
```

```lean
#print axioms QuasiparticleIteration.quasiparticle_iteration
```

```
'QuasiparticleIteration.quasiparticle_iteration' depends on axioms: [propext, Classical.choice, Quot.sound]
```

## One pole in numbers

Take a = 2, d = 0, e = 1. Then w = 1 + 2/w has the solutions 2 and −1.

- At v = 2, q = 1/2 and Z = 2/3. From 2.1 the iterates are 1.952, 2.024, …, and the error roughly halves each time.
- At v = −1, q = 2 and Z = 1/3. From −1.1 they are −0.818, −1.444, …, moving away. Mixing with α = 1/2 < 2Z has multiplier −1/2 and converges locally.

The limiting case Z = 1/2 appears for e = 0: the step w ↦ 2/w returns every nonzero w after two steps, so the error neither grows nor shrinks over a pair of steps.
